# Two real magnetic-to-nuclear ratios, neither equal to 1, give the same neutron flipping ratio exactly when they are equal or reciprocal

Let $N$ and $M$ be the nuclear and magnetic structure factors of a Bragg reflection, both complex numbers in the same units. In the ideal polarised-beam geometry the two neutron spin states scatter with intensities $|N+M|^2$ and $|N-M|^2$, and the flipping ratio is the first divided by the second. When $M = gN$ with $g$ real, it becomes $\left(\frac{1+g}{1-g}\right)^2$.

I want to know what a measured flipping ratio says about $g$. Both $g=\tfrac12$ and $g=2$ give 9, so it does not always fix $g$. My claim is that for real $g, g' \neq 1$ the flipping ratios coincide if and only if $g'=g$ or $gg'=1$. Can this be made rigorous and machine-checked, starting from the structure factors themselves?

## One factorisation gives both cases

Yes. If $M=gN$ with $N\neq0$ and $g\neq1$, then $N\pm M=(1\pm g)N$. The intensities are $(1\pm g)^2|N|^2$, the denominator is positive, and $|N|^2$ cancels.

Setting two such ratios equal and clearing the nonzero denominators gives
$$(1+g)^2(1-g')^2-(1+g')^2(1-g)^2=0.$$
This is a difference of squares $A^2-B^2$ with $A=(1+g)(1-g')$ and $B=(1+g')(1-g)$. Since $A-B=2(g-g')$ and $A+B=2(1-gg')$, the equation reads
$$4(g'-g)(gg'-1)=0,$$
which holds exactly when $g'=g$ or $gg'=1$.

**Recovering $g$.** Let $R\ge0$ be the measured ratio and $s=\sqrt R$. Then $1+g=\pm s(1-g)$. The plus sign gives $g=(s-1)/(s+1)$, and the minus sign gives $g(s-1)=s+1$. At $R=1$ the second equation has no solution, and only $g=0$ remains.

**Weak magnetism.** If $|g|\le1$ and $|g'|\le1$, then $gg'=1$ forces
$$(g'-g)^2=g^2+g'^2-2\le0,$$
so $g'=g$ in this case too.

**Complex structure factors.** Write $S=|N|^2+|M|^2$ and $I=\mathrm{Re}(N\overline M)$, so that $|N\pm M|^2=S\pm2I$, with $S'$ and $I'$ for a second reflection. If $M\ne N$ and $M'\ne N'$, equal flipping ratios mean
$$(S+2I)(S'-2I')=(S'+2I')(S-2I),$$
which reduces to $IS'=I'S$.

Now take $N=N'=1$, $M=g$ complex and $M'=r$ real, with $g\neq1$ and $r\neq0,1$. The condition is $\mathrm{Re}(g)(1+r^2)=r(1+|g|^2)$. Dividing by $r$ and completing the square gives
$$\left|g-\frac{r+1/r}{2}\right|^2=\left(\frac{r-1/r}{2}\right)^2.$$
The pair $r,1/r$ has widened to the circle that has these two points as ends of a diameter. At $r=-1$ the circle shrinks to the point $-1$.

## From structure factors to Lean statements

`flippingRatio N M` is the quotient of intensities for complex `N` and `M`, where `Complex.normSq` is the squared modulus. It fixes the convention that the $N+M$ intensity is in the numerator; the opposite convention replaces $g$ by $-g$.

The claim itself is `flipping_ratio_ambiguity`, about two real numbers. `reflections_same_flippingRatio_iff` states it for two reflections, each with its own nonzero nuclear structure factor. The hypotheses `hg` and `hg'` say that neither $N-M$ intensity vanishes. They are needed in Lean because division by zero returns zero, which would give $g=1$ the same flipping ratio as $g=-1$.

That $g$ is real is assumed. It stands, for example, for a centrosymmetric crystal with the origin at an inversion centre, real scattering lengths and a collinear magnetisation density that is even under inversion. The definition also presupposes full polarisation, perfect flipping and a magnetic interaction along the polarisation axis. Extinction and background are absent.

Flipping ratios are used to obtain magnetic structure factors, which can be compared with computed spin densities; within this ideal model with real $g$, the result shows that a single finite ratio leaves at most one alternative to $g$ open, namely $1/g$ when $g\neq0,-1$.

```lean
import Mathlib

open ComplexConjugate

namespace PolarisedNeutronFlippingRatio

noncomputable section

/-- The flipping ratio of a reflection with nuclear structure factor `N` and magnetic structure
factor `M`: the intensity `|N + M|²` of one neutron spin state over `|N - M|²` of the other. -/
def flippingRatio (N M : ℂ) : ℝ :=
  Complex.normSq (N + M) / Complex.normSq (N - M)

/-- If the magnetic structure factor is a real multiple `g ≠ 1` of a nonzero nuclear one, the
intensity in the denominator is positive and the flipping ratio is `((1 + g) / (1 - g))²`. -/
theorem flippingRatio_real_multiple {N : ℂ} {g : ℝ} (hN : N ≠ 0) (hg : g ≠ 1) :
    0 < Complex.normSq (N - g * N) ∧
      flippingRatio N (g * N) = ((1 + g) / (1 - g)) ^ 2 := by
  have hn : 0 < Complex.normSq N := Complex.normSq_pos.mpr hN
  have ha : 1 - g ≠ 0 := sub_ne_zero.mpr hg.symm
  -- the nuclear structure factor is a common factor of both amplitudes
  have hp : N + g * N = ((1 + g : ℝ) : ℂ) * N := by push_cast; ring
  have hm : N - g * N = ((1 - g : ℝ) : ℂ) * N := by push_cast; ring
  constructor
  · rw [hm, Complex.normSq_mul, Complex.normSq_ofReal]
    exact mul_pos (mul_self_pos.mpr ha) hn
  · unfold flippingRatio
    rw [hp, hm, Complex.normSq_mul, Complex.normSq_mul, Complex.normSq_ofReal,
      Complex.normSq_ofReal, mul_div_mul_right _ _ hn.ne', div_pow, sq, sq]

/-- For real `g, g' ≠ 1`, the squares `((1 + g) / (1 - g))²` and `((1 + g') / (1 - g'))²` are equal
exactly when `g' = g` or `g g' = 1`. -/
theorem flipping_ratio_ambiguity {g g' : ℝ} (hg : g ≠ 1) (hg' : g' ≠ 1) :
    ((1 + g) / (1 - g)) ^ 2 = ((1 + g') / (1 - g')) ^ 2 ↔ g' = g ∨ g * g' = 1 := by
  have ha : 1 - g ≠ 0 := sub_ne_zero.mpr hg.symm
  have hb : 1 - g' ≠ 0 := sub_ne_zero.mpr hg'.symm
  rw [div_pow, div_pow, div_eq_div_iff (pow_ne_zero 2 ha) (pow_ne_zero 2 hb)]
  constructor
  · intro h
    -- the difference of the cross products factorises
    have hf : (g' - g) * (g * g' - 1) = 0 := by linear_combination (1 / 4) * h
    rcases mul_eq_zero.mp hf with h1 | h1
    · exact Or.inl (sub_eq_zero.mp h1)
    · exact Or.inr (sub_eq_zero.mp h1)
  · rintro (h | h)
    · linear_combination 4 * (g * g' - 1) * h
    · linear_combination 4 * (g' - g) * h

/-- Two reflections with nonzero nuclear structure factors `N, N'` and magnetic ones `g N, g' N'`,
with `g, g'` real and different from 1, have equal flipping ratios exactly when `g' = g` or
`g g' = 1`. -/
theorem reflections_same_flippingRatio_iff {N N' : ℂ} {g g' : ℝ} (hN : N ≠ 0) (hN' : N' ≠ 0)
    (hg : g ≠ 1) (hg' : g' ≠ 1) :
    flippingRatio N (g * N) = flippingRatio N' (g' * N') ↔ g' = g ∨ g * g' = 1 := by
  rw [(flippingRatio_real_multiple hN hg).2, (flippingRatio_real_multiple hN' hg').2]
  exact flipping_ratio_ambiguity hg hg'

/-- For real `g ≠ 1` and `R ≥ 0`, the equation `((1 + g) / (1 - g))² = R` holds exactly when `g =
(√R - 1) / (√R + 1)` or `g (√R - 1) = √R + 1`. -/
theorem ratio_from_measurement {g R : ℝ} (hg : g ≠ 1) (hR : 0 ≤ R) :
    ((1 + g) / (1 - g)) ^ 2 = R ↔
      g = (Real.sqrt R - 1) / (Real.sqrt R + 1) ∨
        g * (Real.sqrt R - 1) = Real.sqrt R + 1 := by
  have hs := Real.sq_sqrt hR
  have h0 := Real.sqrt_nonneg R
  have ha : 1 - g ≠ 0 := sub_ne_zero.mpr hg.symm
  have hb : Real.sqrt R + 1 ≠ 0 := by positivity
  rw [div_pow, div_eq_iff (pow_ne_zero 2 ha), eq_div_iff hb]
  generalize Real.sqrt R = s at *
  constructor
  · intro h
    -- one factor for each sign of the square root
    have hf : (g * (s + 1) - (s - 1)) * (g * (s - 1) - (s + 1)) = 0 := by
      linear_combination (-1) * h + (1 - g) ^ 2 * hs
    rcases mul_eq_zero.mp hf with h1 | h1
    · exact Or.inl (sub_eq_zero.mp h1)
    · exact Or.inr (sub_eq_zero.mp h1)
  · rintro (h | h)
    · linear_combination (-(g * (s - 1) - (s + 1))) * h + (1 - g) ^ 2 * hs
    · linear_combination (-(g * (s + 1) - (s - 1))) * h + (1 - g) ^ 2 * hs

/-- Two real numbers `g, g' ≠ 1` with `|g| ≤ 1` and `|g'| ≤ 1` are equal if the squares `((1 + g) /
(1 - g))²` and `((1 + g') / (1 - g'))²` are equal. -/
theorem ratio_unique_of_weak_magnetism {g g' : ℝ} (hg : g ≠ 1) (hg' : g' ≠ 1)
    (hw : |g| ≤ 1) (hw' : |g'| ≤ 1)
    (h : ((1 + g) / (1 - g)) ^ 2 = ((1 + g') / (1 - g')) ^ 2) : g' = g := by
  rcases (flipping_ratio_ambiguity hg hg').mp h with h1 | h1
  · exact h1
  · -- reciprocal numbers in [-1, 1] are equal
    obtain ⟨a, b⟩ := abs_le.mp hw
    obtain ⟨a', b'⟩ := abs_le.mp hw'
    have h2 : g ^ 2 ≤ 1 := by nlinarith
    have h3 : g' ^ 2 ≤ 1 := by nlinarith
    have h4 : (g' - g) ^ 2 = 0 := le_antisymm (by nlinarith) (sq_nonneg _)
    exact sub_eq_zero.mp (pow_eq_zero_iff (two_ne_zero)|>.mp h4)

/-- For complex structure factors with `M ≠ N` and `M' ≠ N'`, two flipping ratios agree exactly
when the nuclear-magnetic interference terms are in the same proportion to `|N|² + |M|²` and
`|N'|² + |M'|²`, written without division. -/
theorem flippingRatio_eq_iff_interference {N M N' M' : ℂ} (h : M ≠ N) (h' : M' ≠ N') :
    flippingRatio N M = flippingRatio N' M' ↔
      (N * conj M).re * (Complex.normSq N' + Complex.normSq M') =
        (N' * conj M').re * (Complex.normSq N + Complex.normSq M) := by
  have d : Complex.normSq (N - M) ≠ 0 :=
    (Complex.normSq_pos.mpr (sub_ne_zero.mpr h.symm)).ne'
  have d' : Complex.normSq (N' - M') ≠ 0 :=
    (Complex.normSq_pos.mpr (sub_ne_zero.mpr h'.symm)).ne'
  unfold flippingRatio
  rw [div_eq_div_iff d d']
  simp only [Complex.normSq_add, Complex.normSq_sub]
  constructor
  · intro e
    linear_combination (1 / 4) * e
  · intro e
    linear_combination 4 * e

/-- A complex ratio `g ≠ 1` gives the same flipping ratio as a real ratio `r` (neither 0 nor 1)
exactly when `g` satisfies the equation of the circle in the complex plane with centre
`(r + 1/r)/2` and squared radius `((r - 1/r)/2)²`. -/
theorem complex_ambiguity_circle {g : ℂ} {r : ℝ} (hg : g ≠ 1) (hr : r ≠ 1) (hr0 : r ≠ 0) :
    flippingRatio 1 g = flippingRatio 1 (r : ℂ) ↔
      Complex.normSq (g - (((r + r⁻¹) / 2 : ℝ) : ℂ)) = ((r - r⁻¹) / 2) ^ 2 := by
  have hrc : (r : ℂ) ≠ 1 := by exact_mod_cast hr
  have e : r * r⁻¹ = 1 := mul_inv_cancel₀ hr0
  rw [flippingRatio_eq_iff_interference hg hrc]
  simp only [Complex.normSq_apply, Complex.sub_re, Complex.sub_im, Complex.ofReal_re,
    Complex.ofReal_im, one_mul, Complex.conj_re, Complex.one_re, Complex.one_im]
  generalize r⁻¹ = k at e ⊢
  -- the two equations differ by a factor -r, up to r * k = 1
  constructor
  · intro h
    linear_combination (-k) * h + (g.re * r - (g.re * g.re + g.im * g.im)) * e
  · intro h
    linear_combination (-r) * h + (r - g.re) * e

end

end PolarisedNeutronFlippingRatio
```

```lean
#print axioms PolarisedNeutronFlippingRatio.reflections_same_flippingRatio_iff
#print axioms PolarisedNeutronFlippingRatio.ratio_from_measurement
#print axioms PolarisedNeutronFlippingRatio.ratio_unique_of_weak_magnetism
#print axioms PolarisedNeutronFlippingRatio.complex_ambiguity_circle
```

```
'PolarisedNeutronFlippingRatio.reflections_same_flippingRatio_iff' depends on axioms: [propext, Classical.choice, Quot.sound]
'PolarisedNeutronFlippingRatio.ratio_from_measurement' depends on axioms: [propext, Classical.choice, Quot.sound]
'PolarisedNeutronFlippingRatio.ratio_unique_of_weak_magnetism' depends on axioms: [propext, Classical.choice, Quot.sound]
'PolarisedNeutronFlippingRatio.complex_ambiguity_circle' depends on axioms: [propext, Classical.choice, Quot.sound]
```

## How the proofs follow the algebra

`flippingRatio_real_multiple` writes both amplitudes as a real number times `N`. The squared modulus is multiplicative, and `mul_div_mul_right` cancels $|N|^2$.

In `flipping_ratio_ambiguity`, `div_eq_div_iff` clears the denominators. The forward direction derives the factorised equation `hf`, and `mul_eq_zero` splits it into the two cases. The version for two reflections rewrites each flipping ratio with the previous theorem and then applies this one.

`ratio_from_measurement` replaces `Real.sqrt R` by a variable `s`, and the algebra that follows uses $s^2=R$. The product in its `hf` has one factor for each sign of the root. `ratio_unique_of_weak_magnetism` takes the two cases of the main theorem and settles the reciprocal one by the inequality for $(g'-g)^2$.

`flippingRatio_eq_iff_interference` expands the intensities with `Complex.normSq_add` and `Complex.normSq_sub`. `complex_ambiguity_circle` specialises it to $N=N'=1$, passes to real and imaginary parts, and treats $1/r$ as a variable `k` with $rk=1$.

## `linear_combination` as the carrier of the factorisation

The algebra rests on the tactic `linear_combination`. Given a goal $a=b$ and a hypothesis `h` stating $p=q$, the call `linear_combination c * h` asks `ring` to verify the identity
$$a-b-c\,(p-q)=0.$$
The coefficient $c$ may itself be a polynomial, and several hypotheses may be added together.

In the main theorem, `h` is first the cross-multiplied equation, and the coefficient `1 / 4` turns it into $(g'-g)(gg'-1)=0$. In the converse, the coefficient is the other factor: `4 * (g * g' - 1)` when `h` is $g'=g$, and `4 * (g' - g)` when `h` is $gg'=1$. The tactic does not search for these coefficients; they are read off from the factorisation done by hand, and `ring` confirms that they fit.
